# The one-body operator of a matrix $X$ commutes with the pair creator of an antisymmetric $J$ exactly when $XJ+JX^T=0$

For fermions in finitely many modes, the one-body operator $E(X)=\sum_{ij}X_{ij}a_i^\dagger a_j$ commutes with the pair creator $P(J)=\sum_{ij}J_{ij}a_i^\dagger a_j^\dagger$, with $J$ antisymmetric, exactly when $XJ+JX^T=0$. The matrices $X$ that satisfy this are closed under commutators, and $[E(X),E(Y)]=E([X,Y])$ carries the closure over to the operators. For invertible $J$ this is the symplectic algebra used to classify shell states by seniority, the number of particles not bound in $J$-pairs. I would like to see the equivalence and the closure derived from the anticommutation relations alone and checked by machine. Can it be done in Lean?

## Every commutator follows from the action on single operators

Yes. Write $c_i$ for $a_i^\dagger$, $[A,B]=AB-BA$ and $\{A,B\}=AB+BA$. The relations are $\{c_i,c_j\}=\{a_i,a_j\}=0$ and $\{a_i,c_j\}=\delta_{ij}$. Regrouping products gives

$$[c_ia_j,c_k]=c_i\{a_j,c_k\}-\{c_i,c_k\}a_j=\delta_{jk}c_i,$$
$$[c_ia_j,a_k]=c_i\{a_j,a_k\}-\{a_k,c_i\}a_j=-\delta_{ki}a_j.$$

Summing with $X_{ij}$,

$$[E(X),c_k]=\sum_i X_{ik}c_i,\qquad [E(X),a_k]=\sum_j(-X^T)_{jk}a_j.$$

Now let $T$ be any operator with $[T,u_k]=\sum_i M_{ik}u_i$ and $[T,v_l]=\sum_j N_{jl}v_j$. By the Leibniz rule,

$$\Big[T,\sum_{kl}Y_{kl}u_kv_l\Big]=\sum_{il}(MY)_{il}u_iv_l+\sum_{kj}(YN^T)_{kj}u_kv_j,$$

so the coefficient matrix $Y$ becomes $MY+YN^T$. With $T=E(X)$ there are three cases:

- Creator and annihilator: $M=X$, $N=-X^T$, hence $[E(X),E(Y)]=E(XY-YX)$.
- Two creators: $M=N=X$, hence $[E(X),P(J)]=P(XJ+JX^T)$.
- Two annihilators: $M=N=-X^T$, so a pair annihilator $Q(K)=\sum_{ij}K_{ij}a_ia_j$ obeys $[E(X),Q(K)]=-Q(X^TK+KX)$.

## An antisymmetric pair creator vanishes only with its coefficients

The second case shows that $XJ+JX^T=0$ suffices. Conversely, suppose that $E(X)$ and $P(J)$ commute, and put $D=XJ+JX^T$. Then $P(D)=0$, and $J^T=-J$ gives $D^T=-D$. From $[a_k,c_ic_j]=\delta_{ki}c_j-\delta_{kj}c_i$,

$$0=[a_k,P(D)]=\sum_j(D_{kj}-D_{jk})c_j.$$

Anticommuting with $a_l$ leaves $(D_{kl}-D_{lk})1=2D_{kl}1=0$. Since $1\neq0$ in the algebra, $D=0$.

For closure, $XJ=-JX^T$ and $YJ=-JY^T$ give $XYJ=JX^TY^T$ and $YXJ=JY^TX^T$. Therefore $[X,Y]J=J(X^TY^T-Y^TX^T)=-J[X,Y]^T$.

If $JK=1$, multiplying $XJ+JX^T=0$ by $K$ on both sides gives $KX+X^TK=0$. So $E(X)$ also commutes with $Q(K)$, and hence with the product $P(J)Q(K)$.

## Modes, operators and pairing in Lean

The modes are a finite type `ι`, and the operators live in an arbitrary complex algebra `A`. `IsCAR c a` assumes the anticommutation relations, the algebraic form of the Pauli principle and of canonical normalisation. Nothing makes `c i` the adjoint of `a i`.

`oneBody c a X` is $E(X)$, `pairOp c J` is $P(J)$ and `pairOp a K` is $Q(K)$. The pair sums run over all ordered pairs of modes, so an antisymmetric $J$ counts each pair twice. `IsSymplectic J X` means $XJ+JX^T=0$ for any $J$; the name fits the usual usage when $J$ is antisymmetric and invertible, which requires an even number of modes.

`commute_pairCreator_iff` is the equivalence, with `Nontrivial A` saying $1\neq0$. Antisymmetry matters there: a symmetric $J$ gives $P(J)=0$, which commutes with everything. `commute_pairing` assumes $XJ+JX^T=0$ and an inverse $K$ of $J$, but not antisymmetry. When $J$ is antisymmetric and unitary and $c_i=a_i^\dagger$, $K=J^\dagger$ and $Q(K)=P(J)^\dagger$, so $P(J)Q(K)$ is the usual pairing interaction up to its strength. For other $J$, $Q(K)$ need not be the adjoint.

The file defines no seniority quantum number; the link to it is a short argument. Let $J$ be antisymmetric with inverse $K$, let $XJ+JX^T=0$, and say that a state has no $J$-pairs if $Q(K)$ annihilates it. $E(X)$ conserves particle number, because $X$ commutes with the unit matrix, and it commutes with $Q(K)$, so it maps $N$-particle states without $J$-pairs to states of the same kind or to zero. Adding pairs with $P(J)$ does not disturb this. In a finite shell, such one-body operators therefore do not mix seniorities.

```lean
import Mathlib

open Matrix

namespace SeniorityAlgebra

variable {ι A : Type*} [Fintype ι] [DecidableEq ι] [Ring A] [Algebra ℂ A]

/-- The canonical anticommutation relations for creators `c i` and annihilators `a i`. -/
structure IsCAR (c a : ι → A) : Prop where
  cre_cre : ∀ i j, c i * c j + c j * c i = 0
  ann_ann : ∀ i j, a i * a j + a j * a i = 0
  ann_cre : ∀ i j, a i * c j + c j * a i = if i = j then 1 else 0

/-- The bilinear operator `∑ X_ij u_i v_j` built from two families of operators. -/
def bilin (u v : ι → A) (X : Matrix ι ι ℂ) : A :=
  ∑ i, ∑ j, X i j • (u i * v j)

/-- The one-body operator `E(X) = ∑ X_ij c_i a_j`. -/
def oneBody (c a : ι → A) (X : Matrix ι ι ℂ) : A := bilin c a X

/-- The pair operator `∑ J_ij b_i b_j`: a pair creator if the `b_i` are creators,
a pair annihilator if they are annihilators. -/
def pairOp (b : ι → A) (J : Matrix ι ι ℂ) : A := bilin b b J

/-- The condition `X J + J Xᵀ = 0` on a matrix `X`, for a given matrix `J`. -/
def IsSymplectic (J X : Matrix ι ι ℂ) : Prop := X * J + J * Xᵀ = 0

/-- Under commutation with `E(X)` the creators transform among themselves by `X`. -/
theorem oneBody_creator {c a : ι → A} (h : IsCAR c a) (X : Matrix ι ι ℂ) (k : ι) :
    oneBody c a X * c k - c k * oneBody c a X = ∑ i, X i k • c i := by
  have key : ∀ i j, c i * a j * c k - c k * (c i * a j) = if j = k then c i else 0 := by
    intro i j
    calc c i * a j * c k - c k * (c i * a j)
        = c i * (a j * c k + c k * a j) - (c i * c k + c k * c i) * a j := by noncomm_ring
      _ = _ := by rw [h.ann_cre, h.cre_cre]; split_ifs <;> simp
  calc oneBody c a X * c k - c k * oneBody c a X
      = ∑ i, ∑ j, X i j • (c i * a j * c k - c k * (c i * a j)) := by
        simp only [oneBody, bilin, Finset.sum_mul, Finset.mul_sum, smul_mul_assoc,
          mul_smul_comm, smul_sub, Finset.sum_sub_distrib]
    _ = _ := by
        simp only [key]
        simp

/-- Under commutation with `E(X)` the annihilators transform among themselves by `-Xᵀ`. -/
theorem oneBody_annihilator {c a : ι → A} (h : IsCAR c a) (X : Matrix ι ι ℂ) (k : ι) :
    oneBody c a X * a k - a k * oneBody c a X = ∑ j, (-Xᵀ) j k • a j := by
  have key : ∀ i j, c i * a j * a k - a k * (c i * a j) = -(if k = i then a j else 0) := by
    intro i j
    calc c i * a j * a k - a k * (c i * a j)
        = c i * (a j * a k + a k * a j) - (a k * c i + c i * a k) * a j := by noncomm_ring
      _ = _ := by rw [h.ann_cre, h.ann_ann]; split_ifs <;> simp
  calc oneBody c a X * a k - a k * oneBody c a X
      = ∑ i, ∑ j, X i j • (c i * a j * a k - a k * (c i * a j)) := by
        simp only [oneBody, bilin, Finset.sum_mul, Finset.mul_sum, smul_mul_assoc,
          mul_smul_comm, smul_sub, Finset.sum_sub_distrib]
    _ = _ := by
        simp only [key]
        rw [Finset.sum_comm]
        simp

omit [DecidableEq ι] in
/-- If commutation with `T` transforms `u` by `M` and `v` by `N`, then it sends the bilinear
operator with coefficients `Y` to the one with coefficients `M Y + Y Nᵀ`. -/
theorem commutator_bilin {T : A} {u v : ι → A} {M N : Matrix ι ι ℂ}
    (hu : ∀ k, T * u k - u k * T = ∑ i, M i k • u i)
    (hv : ∀ k, T * v k - v k * T = ∑ j, N j k • v j) (Y : Matrix ι ι ℂ) :
    T * bilin u v Y - bilin u v Y * T = bilin u v (M * Y + Y * Nᵀ) := by
  -- the Leibniz rule for each product
  have leib : T * bilin u v Y - bilin u v Y * T = ∑ k, ∑ l, Y k l •
      ((T * u k - u k * T) * v l + u k * (T * v l - v l * T)) := by
    unfold bilin
    rw [Finset.mul_sum, Finset.sum_mul, ← Finset.sum_sub_distrib]
    refine Finset.sum_congr rfl fun k _ => ?_
    rw [Finset.mul_sum, Finset.sum_mul, ← Finset.sum_sub_distrib]
    refine Finset.sum_congr rfl fun l _ => ?_
    rw [mul_smul_comm, smul_mul_assoc, ← smul_sub]
    congr 1
    noncomm_ring
  rw [leib]
  simp only [hu, hv, bilin, Matrix.add_apply, Matrix.mul_apply, Matrix.transpose_apply,
    add_smul, Finset.sum_smul, smul_add, Finset.sum_add_distrib, Finset.sum_mul,
    Finset.mul_sum, smul_mul_assoc, mul_smul_comm, Finset.smul_sum, smul_smul]
  -- only the order of summation differs
  refine congrArg₂ (· + ·) ?_ ?_
  · refine Finset.sum_comm.trans (Eq.trans ?_ Finset.sum_comm)
    refine Finset.sum_congr rfl fun l _ => ?_
    refine Finset.sum_comm.trans ?_
    refine Finset.sum_congr rfl fun i _ => Finset.sum_congr rfl fun k _ => ?_
    rw [mul_comm (Y k l)]
  · exact Finset.sum_congr rfl fun k _ => Finset.sum_comm

/-- One-body operators represent the matrix commutator: `[E(X), E(Y)] = E([X, Y])`. -/
theorem oneBody_commutator {c a : ι → A} (h : IsCAR c a) (X Y : Matrix ι ι ℂ) :
    oneBody c a X * oneBody c a Y - oneBody c a Y * oneBody c a X
      = oneBody c a (X * Y - Y * X) := by
  have e : X * Y + Y * (-Xᵀ)ᵀ = X * Y - Y * X := by
    rw [Matrix.transpose_neg, Matrix.transpose_transpose]
    noncomm_ring
  rw [← e]
  exact commutator_bilin (oneBody_creator h X) (oneBody_annihilator h X) Y

/-- The commutator of `E(X)` with the pair creator of `J` is the pair creator
of `X J + J Xᵀ`. -/
theorem oneBody_pairCreator {c a : ι → A} (h : IsCAR c a) (X J : Matrix ι ι ℂ) :
    oneBody c a X * pairOp c J - pairOp c J * oneBody c a X
      = pairOp c (X * J + J * Xᵀ) :=
  commutator_bilin (oneBody_creator h X) (oneBody_creator h X) J

/-- A pair creator with antisymmetric coefficients vanishes only if all its
coefficients vanish. -/
theorem pairCreator_injective [Nontrivial A] {c a : ι → A} (h : IsCAR c a)
    {K : Matrix ι ι ℂ} (hK : Kᵀ = -K) (hP : pairOp c K = 0) : K = 0 := by
  have key : ∀ k i j, a k * (c i * c j) - c i * c j * a k
      = (if k = i then c j else 0) - (if k = j then c i else 0) := by
    intro k i j
    calc a k * (c i * c j) - c i * c j * a k
        = (a k * c i + c i * a k) * c j - c i * (a k * c j + c j * a k) := by noncomm_ring
      _ = _ := by rw [h.ann_cre, h.ann_cre]; split_ifs <;> simp
  -- commuting with one annihilator leaves a single creator
  have h1 : ∀ k, a k * pairOp c K - pairOp c K * a k = ∑ j, (K k j - K j k) • c j := by
    intro k
    calc a k * pairOp c K - pairOp c K * a k
        = ∑ i, ∑ j, K i j • (a k * (c i * c j) - c i * c j * a k) := by
          simp only [pairOp, bilin, Finset.sum_mul, Finset.mul_sum, smul_mul_assoc,
            mul_smul_comm, smul_sub, Finset.sum_sub_distrib]
      _ = _ := by
          simp only [key, smul_sub, sub_smul, Finset.sum_sub_distrib]
          refine congrArg₂ (· - ·) ?_ ?_
          · rw [Finset.sum_comm]
            simp
          · simp
  ext k l
  have h2 : ∑ j, (K k j - K j k) • c j = 0 := by
    rw [← h1 k, hP]
    simp
  -- anticommuting with a second one isolates a coefficient
  have h3 : (K k l - K l k) • (1 : A) = 0 := by
    calc (K k l - K l k) • (1 : A)
        = ∑ j, (K k j - K j k) • (a l * c j + c j * a l) := by
          simp only [h.ann_cre]
          simp
      _ = a l * (∑ j, (K k j - K j k) • c j) + (∑ j, (K k j - K j k) • c j) * a l := by
          simp only [Finset.mul_sum, Finset.sum_mul, mul_smul_comm, smul_mul_assoc,
            smul_add, Finset.sum_add_distrib]
      _ = 0 := by rw [h2]; simp
  have h4 : K k l - K l k = 0 := (smul_eq_zero.mp h3).resolve_right one_ne_zero
  have h5 := congrFun (congrFun hK k) l
  simp only [Matrix.transpose_apply, Matrix.neg_apply] at h5
  rw [Matrix.zero_apply]
  linear_combination (h4 + h5) / 2

/-- For fixed `J`, the matrices `X` with `X J + J Xᵀ = 0` are closed under commutators. -/
theorem IsSymplectic.commutator {J X Y : Matrix ι ι ℂ} (hX : IsSymplectic J X)
    (hY : IsSymplectic J Y) : IsSymplectic J (X * Y - Y * X) := by
  unfold IsSymplectic at *
  rw [Matrix.transpose_sub, Matrix.transpose_mul, Matrix.transpose_mul]
  calc (X * Y - Y * X) * J + J * (Yᵀ * Xᵀ - Xᵀ * Yᵀ)
      = X * (Y * J + J * Yᵀ) - (X * J + J * Xᵀ) * Yᵀ
        - Y * (X * J + J * Xᵀ) + (Y * J + J * Yᵀ) * Xᵀ := by noncomm_ring
    _ = 0 := by rw [hX, hY]; simp

/-- For antisymmetric `J`, the one-body operator `E(X)` commutes with the pair creator
of `J` exactly when `X J + J Xᵀ = 0`. -/
theorem commute_pairCreator_iff [Nontrivial A] {c a : ι → A} (h : IsCAR c a)
    {J : Matrix ι ι ℂ} (hJ : Jᵀ = -J) (X : Matrix ι ι ℂ) :
    Commute (oneBody c a X) (pairOp c J) ↔ IsSymplectic J X := by
  constructor
  · intro hc
    refine pairCreator_injective h ?_ ?_
    · rw [Matrix.transpose_add, Matrix.transpose_mul, Matrix.transpose_mul,
        Matrix.transpose_transpose, hJ]
      noncomm_ring
    · rw [← oneBody_pairCreator h, hc.eq, sub_self]
  · intro hX
    have e := oneBody_pairCreator h X J
    rw [show X * J + J * Xᵀ = 0 from hX] at e
    exact sub_eq_zero.mp (e.trans (by simp [pairOp, bilin]))

/-- If `X J + J Xᵀ = 0` and `K` is the inverse of `J`, then `E(X)` commutes with the pair operator
`∑ K_ij a_i a_j` and with the product of `∑ J_ij c_i c_j` and that operator. -/
theorem commute_pairing {c a : ι → A} (h : IsCAR c a) {J K X : Matrix ι ι ℂ}
    (hJK : J * K = 1) (hX : IsSymplectic J X) :
    Commute (oneBody c a X) (pairOp a K) ∧
      Commute (oneBody c a X) (pairOp c J * pairOp a K) := by
  have hKJ : K * J = 1 := mul_eq_one_comm.mp hJK
  -- the invariance condition carries over to the inverse form
  have e : -Xᵀ * K + K * (-Xᵀ)ᵀ = 0 := by
    rw [Matrix.transpose_neg, Matrix.transpose_transpose]
    calc -Xᵀ * K + K * -X = -(K * X * (J * K) + (K * J) * Xᵀ * K) := by
          rw [hJK, hKJ]
          noncomm_ring
      _ = -(K * (X * J + J * Xᵀ) * K) := by noncomm_ring
      _ = 0 := by rw [show X * J + J * Xᵀ = 0 from hX]; simp
  have hQ : Commute (oneBody c a X) (pairOp a K) := by
    have q := commutator_bilin (oneBody_annihilator h X) (oneBody_annihilator h X) K
    rw [e] at q
    exact sub_eq_zero.mp (q.trans (by simp [bilin]))
  have hP : Commute (oneBody c a X) (pairOp c J) := by
    have p := oneBody_pairCreator h X J
    rw [show X * J + J * Xᵀ = 0 from hX] at p
    exact sub_eq_zero.mp (p.trans (by simp [pairOp, bilin]))
  exact ⟨hQ, hP.mul_right hQ⟩

/-- The annihilators of two fermionic modes as matrices on the four occupation states. -/
def twoModeAnn : Fin 2 → Matrix (Fin 4) (Fin 4) ℂ :=
  ![!![0, 0, 1, 0; 0, 0, 0, 1; 0, 0, 0, 0; 0, 0, 0, 0],
    !![0, 1, 0, 0; 0, 0, 0, 0; 0, 0, 0, -1; 0, 0, 0, 0]]

/-- The two-mode matrices and their transposes obey the anticommutation relations, and for the
antisymmetric form on two modes the invariant matrices are the traceless ones. -/
theorem twoMode_witness :
    IsCAR (fun i => (twoModeAnn i)ᵀ) twoModeAnn ∧
      ∀ X : Matrix (Fin 2) (Fin 2) ℂ, IsSymplectic !![0, 1; -1, 0] X ↔ X.trace = 0 := by
  refine ⟨⟨?_, ?_, ?_⟩, fun X => ?_⟩
  · intro i j
    ext k l
    fin_cases i <;> fin_cases j <;> fin_cases k <;> fin_cases l <;>
      simp [twoModeAnn, Matrix.mul_apply, Fin.sum_univ_four]
  · intro i j
    ext k l
    fin_cases i <;> fin_cases j <;> fin_cases k <;> fin_cases l <;>
      simp [twoModeAnn]
  · intro i j
    ext k l
    fin_cases i <;> fin_cases j <;> fin_cases k <;> fin_cases l <;>
      simp only [Matrix.add_apply, Matrix.mul_apply, Matrix.transpose_apply,
        Fin.sum_univ_four] <;>
      simp [twoModeAnn]
  · have e : X * !![0, 1; -1, 0] + !![0, 1; -1, 0] * Xᵀ
        = X.trace • (!![0, 1; -1, 0] : Matrix (Fin 2) (Fin 2) ℂ) := by
      ext i j
      fin_cases i <;> fin_cases j <;>
        simp only [Matrix.add_apply, Matrix.mul_apply, Matrix.transpose_apply,
          Matrix.smul_apply, Fin.sum_univ_two, Matrix.trace_fin_two] <;>
        simp
    unfold IsSymplectic
    rw [e]
    constructor
    · intro h
      have h01 := congrFun (congrFun h 0) 1
      simpa using h01
    · intro h
      rw [h, zero_smul]

end SeniorityAlgebra
```

```lean
#print axioms SeniorityAlgebra.oneBody_commutator
#print axioms SeniorityAlgebra.IsSymplectic.commutator
#print axioms SeniorityAlgebra.commute_pairCreator_iff
#print axioms SeniorityAlgebra.commute_pairing
```

```
'SeniorityAlgebra.oneBody_commutator' depends on axioms: [propext, Classical.choice, Quot.sound]
'SeniorityAlgebra.IsSymplectic.commutator' depends on axioms: [propext, Classical.choice, Quot.sound]
'SeniorityAlgebra.commute_pairCreator_iff' depends on axioms: [propext, Classical.choice, Quot.sound]
'SeniorityAlgebra.commute_pairing' depends on axioms: [propext, Classical.choice, Quot.sound]
```

## From regrouped products to the two-mode example

`oneBody_creator` and `oneBody_annihilator` are the two transformation laws. In each, `noncomm_ring` checks the regrouping into anticommutators, and `simp` collapses the sums over the Kronecker delta.

`commutator_bilin` is the general Leibniz step. Its `leib` expands the commutator term by term; the rest inserts the transformation laws and reorders finite sums. `oneBody_commutator` and `oneBody_pairCreator` are its first two cases, and the third appears inside `commute_pairing`.

`pairCreator_injective` is the converse argument, with $D$ called `K`. Its `h1` commutes with one annihilator, `h3` anticommutes with a second, and the last line combines $K_{kl}-K_{lk}=0$ with antisymmetry. `commute_pairCreator_iff` applies it to $XJ+JX^T$. `IsSymplectic.commutator` writes the closure condition as a combination of the two assumed ones. In `commute_pairing`, `e` transfers the invariance to the inverse, and `mul_right` handles the product.

`twoMode_witness` checks explicit $4\times4$ matrices entry by entry, so the assumed relations do have a realisation. For $J=\begin{pmatrix}0&1\\-1&0\end{pmatrix}$ it uses $XJ+JX^T=(\operatorname{tr}X)J$: the condition is tracelessness. If the modes are spin up and spin down of one orbital, the traceless $E(X)$ are combinations of the spin components, and the pair is a singlet.

## Building the operators on Fock space

Another model would construct the antisymmetric Fock space and define creators and annihilators on it. The anticommutation relations would then be theorems, adjoints would be available, and seniority could be defined as a quantum number of states. The results would then be stated for that space; here they are stated for any algebra containing such operators.
